# On a finite connected configuration space, the T-move ground state is unique and has the signs of the guiding function

Let H be a real symmetric matrix on a finite, non-empty set of configurations, and let ψ be a real guiding function that vanishes nowhere. Suppose that the links with ψ_x H_xy ψ_y < 0 connect all configurations. Then the lowest eigenvalue of the T-move matrix G is simple, and its eigenvector φ can be chosen with φ_x ψ_x > 0 at every x.

In diffusion Monte Carlo with nonlocal pseudopotentials treated by T-moves, the equilibrated walkers sample a density of the form φ_x ψ_x, apart from time-step and population-control errors. For this finite matrix model, the result says that the density is positive and is fixed up to normalisation.

## From a sign condition to a unique ground state

An off-diagonal element with ψ_x H_xy ψ_y > 0 would give a walker's move a negative weight. The T-move matrix removes it and puts its effect on the diagonal. For x ≠ y,

G_xy = 0 if ψ_x H_xy ψ_y > 0, and G_xy = H_xy otherwise,

G_xx = H_xx + Σ_z H_xz ψ_z/ψ_x, summed over z ≠ x with ψ_x H_xz ψ_z > 0.

The sign test is the same for (x, y) and (y, x), so G is symmetric. By construction, ψ_x G_xy ψ_y ≤ 0 for x ≠ y.

**Variational bound.** The energy f·Gf is continuous and the unit sphere is compact, so a minimum E exists there. By scaling, f·Gf ≥ E f·f for all f. Suppose that f attains equality, and put r = Gf − Ef. For every real t, the symmetry of G gives

0 ≤ (f + tr)·(G − E)(f + tr) = t² r·(G − E)r + 2t r·r.

A quadratic in t that is never negative has discriminant at most zero, so 4(r·r)² ≤ 0. Hence r = 0 and Gf = Ef. In particular, the minimiser is an eigenvector.

**Alignment.** Give a vector u the signs of ψ by setting a_x = |u_x| ψ_x/|ψ_x|. The norm and the diagonal energy terms don't change. For x ≠ y, the sign condition gives

a_x G_xy a_y = −|u_x G_xy u_y| ≤ u_x G_xy u_y.

The energy therefore doesn't rise. If u is a ground vector, a attains the bound and is a ground vector too.

**Spreading of zeros.** Let φ satisfy Gφ = Eφ and φ_x ψ_x ≥ 0 everywhere, and suppose φ_b = 0. Row b of the eigenvalue equation, multiplied by ψ_b, reads Σ_z ψ_b G_bz φ_z = 0. The term z = b is zero, and for z ≠ b

ψ_b G_bz φ_z = (ψ_b G_bz ψ_z)(φ_z ψ_z)/ψ_z² ≤ 0.

A sum of non-positive terms is zero only if each term is zero. If b and c are joined by a link with ψ_b H_bc ψ_c < 0, then G_bc = H_bc ≠ 0, so φ_c = 0. Following chains of links gives φ = 0.

**Conclusion.** Align a ground vector to obtain φ. It is non-zero, so it has no zeros, and φ_x ψ_x > 0 everywhere. If Gu = Eu, choose any x and set w = u − (u_x/φ_x)φ. This w satisfies Gw = Ew and has w_x = 0. Its aligned version also satisfies the eigenvalue equation and is zero at x, so it vanishes. Since alignment keeps the norm, w = 0, and u is a multiple of φ.

## Three configurations, and one

Take ψ = (1, 1, −1), zero diagonal, H_12 = −1, H_13 = −1 and H_23 = 1. The links 1–2 and 2–3 have ψ_x H_xy ψ_y = −1 and are kept. The link 1–3 has the value +1 and is localised, which adds 1 to the first and third diagonal entries:

G = [[1, −1, 0], [−1, 0, 1], [0, 1, 1]].

The eigenvalues of G are −1, 1 and 2. The normalised ground vector is (1, 2, −1)/√6, with the signs of ψ. The original H has eigenvalues −1, −1 and 2, so here the localisation has lifted a degeneracy of the ground level.

With a single configuration there are no links to check. G is the number H_11, and φ = ψ satisfies the claim.

## The matrix, its links and its lowest eigenvalue in Lean

The finite type `ι` is the set of configurations, and vectors are functions `ι → ℝ`.

```lean
import Mathlib

open Matrix

namespace TMoveNodes

noncomputable section

variable {ι : Type*} [Fintype ι] [DecidableEq ι]
```

The definition of `tmove` follows the two formulas for G. It localises every sign-violating off-diagonal element of H, whatever its physical origin. Only signs and ratios of ψ enter, so its normalisation is irrelevant.

```lean
/-- The T-move matrix of `H` for a nowhere-zero guiding function `ψ`: off-diagonal elements with
`ψ x * H x y * ψ y > 0` are deleted, and `H x y * ψ y / ψ x` is added to the diagonal entry `x`. -/
def tmove (H : Matrix ι ι ℝ) (ψ : ι → ℝ) : Matrix ι ι ℝ := Matrix.of fun x y =>
  if x = y then
    H x x + ∑ z, (if z ≠ x ∧ 0 < ψ x * H x z * ψ z then H x z * ψ z / ψ x else 0)
  else (if 0 < ψ x * H x y * ψ y then 0 else H x y)
```

`Connected` says that a walker can reach every configuration from every other through retained moves. It is assumed of the given H and ψ. A chain may have length zero.

```lean
/-- Any two configurations are joined by a chain of links with `ψ a * H a b * ψ b < 0`. -/
def Connected (H : Matrix ι ι ℝ) (ψ : ι → ℝ) : Prop :=
  ∀ x y, Relation.ReflTransGen (fun a b => a ≠ b ∧ ψ a * H a b * ψ b < 0) x y
```

`IsLowest G E` combines an eigenvalue with the variational bound. The notation `⬝ᵥ` is the dot product, and `*ᵥ` applies a matrix to a vector.

```lean
/-- `E` is an eigenvalue of `G` and a lower bound of its energy expectation values. -/
def IsLowest (G : Matrix ι ι ℝ) (E : ℝ) : Prop :=
  (∃ v, v ≠ 0 ∧ G *ᵥ v = E • v) ∧ ∀ f, E * (f ⬝ᵥ f) ≤ f ⬝ᵥ G *ᵥ f
```

The aligned vector a of the derivation is `align ψ u`.

```lean
/-- The vector with the magnitudes of `u` and the signs of `ψ`, for nowhere-zero `ψ`. -/
def align (ψ u : ι → ℝ) (x : ι) : ℝ := |u x| * (ψ x / |ψ x|)
```

## Minimisers are eigenvectors

The next lemma is the discriminant argument, for any symmetric matrix. `hs` uses the symmetry of G, `hq` is the quadratic inequality in t, and `discrim_le_zero` forces the residual `r` to vanish.

```lean
omit [DecidableEq ι] in
/-- For a symmetric matrix, a vector that attains a lower bound `E` of the energy is an
eigenvector with eigenvalue `E`, or zero. -/
theorem eigen_of_attains {G : Matrix ι ι ℝ} (hG : G.IsSymm) {E : ℝ}
    (hE : ∀ f, E * (f ⬝ᵥ f) ≤ f ⬝ᵥ G *ᵥ f) {f : ι → ℝ}
    (hf : f ⬝ᵥ G *ᵥ f = E * (f ⬝ᵥ f)) : G *ᵥ f = E • f := by
  obtain ⟨r, hr⟩ : ∃ r, r = G *ᵥ f - E • f := ⟨_, rfl⟩
  have hrr : r ⬝ᵥ r = r ⬝ᵥ (G *ᵥ f - E • f) := by rw [← hr]
  rw [dotProduct_sub, dotProduct_smul, smul_eq_mul] at hrr
  have hs : f ⬝ᵥ G *ᵥ r = r ⬝ᵥ G *ᵥ f := by
    rw [Matrix.dotProduct_mulVec, ← Matrix.mulVec_transpose, hG.eq, dotProduct_comm]
  have hc : f ⬝ᵥ r = r ⬝ᵥ f := dotProduct_comm _ _
  -- vary `f` along the residual `r`; the energy excess is a nonnegative quadratic
  have hq : ∀ t : ℝ, 0 ≤ (r ⬝ᵥ G *ᵥ r - E * (r ⬝ᵥ r)) * (t * t) + (2 * (r ⬝ᵥ r)) * t + 0 := by
    intro t
    have h := hE (f + t • r)
    simp only [Matrix.mulVec_add, Matrix.mulVec_smul, dotProduct_add, add_dotProduct,
      smul_dotProduct, dotProduct_smul, smul_eq_mul] at h
    linear_combination h + hf + t * hs - t * E * hc - 2 * t * hrr
  have hd := discrim_le_zero hq
  unfold discrim at hd
  have h0 : r ⬝ᵥ r = 0 := by nlinarith [sq_nonneg (r ⬝ᵥ r)]
  rw [dotProduct_self_eq_zero.1 h0] at hr
  exact sub_eq_zero.1 hr.symm
```

Existence of a lowest eigenvalue follows by compactness. The sphere is closed and lies in a bounded ball, so the energy has a minimiser `v`. The factor `c` scales a general non-zero `f` to unit length, which gives the bound `hb`. The preceding lemma then makes `v` an eigenvector.

```lean
/-- A real symmetric matrix on a non-empty finite configuration space has a lowest eigenvalue. -/
theorem exists_lowest [Nonempty ι] {G : Matrix ι ι ℝ} (hG : G.IsSymm) : ∃ E, IsLowest G E := by
  have hcl : IsClosed {f : ι → ℝ | f ⬝ᵥ f = 1} :=
    isClosed_eq (by simp only [dotProduct]; fun_prop) continuous_const
  have hsub : {f : ι → ℝ | f ⬝ᵥ f = 1} ⊆ Metric.closedBall 0 1 := by
    intro f hf
    rw [mem_closedBall_zero_iff, pi_norm_le_iff_of_nonneg zero_le_one]
    intro i
    have h1 : f i * f i ≤ ∑ j, f j * f j :=
      Finset.single_le_sum (f := fun j => f j * f j)
        (fun j _ => mul_self_nonneg (f j)) (Finset.mem_univ i)
    have h2 : ∑ j, f j * f j = 1 := hf
    rw [Real.norm_eq_abs, abs_le]
    constructor <;> nlinarith
  have hne : {f : ι → ℝ | f ⬝ᵥ f = 1}.Nonempty :=
    ⟨Pi.single (Classical.arbitrary ι) 1, by simp⟩
  have hcont : Continuous fun f : ι → ℝ => f ⬝ᵥ G *ᵥ f := by
    simp only [dotProduct, Matrix.mulVec]; fun_prop
  -- minimise the energy on the unit sphere
  obtain ⟨v, hv, hmin⟩ := ((isCompact_closedBall (0 : ι → ℝ) 1).of_isClosed_subset
    hcl hsub).exists_isMinOn hne hcont.continuousOn
  have hv1 : v ⬝ᵥ v = 1 := hv
  have hb : ∀ f, (v ⬝ᵥ G *ᵥ v) * (f ⬝ᵥ f) ≤ f ⬝ᵥ G *ᵥ f := by
    intro f
    by_cases hf : f = 0
    · simp [hf]
    have hp : 0 < f ⬝ᵥ f := lt_of_le_of_ne
      (Finset.sum_nonneg fun i _ => mul_self_nonneg (f i))
      (fun h => hf (dotProduct_self_eq_zero.1 h.symm))
    obtain ⟨c, hc⟩ : ∃ c : ℝ, c * c * (f ⬝ᵥ f) = 1 :=
      ⟨(√(f ⬝ᵥ f))⁻¹, by rw [← mul_inv, Real.mul_self_sqrt hp.le, inv_mul_cancel₀ hp.ne']⟩
    have hm : (c • f) ⬝ᵥ (c • f) = 1 := by
      simp only [smul_dotProduct, dotProduct_smul, smul_eq_mul]
      linear_combination hc
    have h : v ⬝ᵥ G *ᵥ v ≤ (c • f) ⬝ᵥ G *ᵥ (c • f) := hmin hm
    simp only [Matrix.mulVec_smul, smul_dotProduct, dotProduct_smul, smul_eq_mul] at h
    have h' := mul_le_mul_of_nonneg_right h hp.le
    linear_combination h' + (f ⬝ᵥ G *ᵥ f) * hc
  refine ⟨_, ⟨v, ?_, eigen_of_attains hG hb (by rw [hv1, mul_one])⟩, hb⟩
  rintro rfl
  simp at hv1
```

## Signs, symmetry and alignment

The off-diagonal rule and the sign condition are recorded together.

```lean
/-- Off the diagonal the T-move matrix keeps exactly the elements that are not sign-violating,
so that `ψ x * G x y * ψ y ≤ 0`. -/
theorem tmove_offdiag (H : Matrix ι ι ℝ) (ψ : ι → ℝ) {x y : ι} (h : x ≠ y) :
    tmove H ψ x y = (if 0 < ψ x * H x y * ψ y then 0 else H x y) ∧
      ψ x * tmove H ψ x y * ψ y ≤ 0 := by
  have h1 : tmove H ψ x y = (if 0 < ψ x * H x y * ψ y then 0 else H x y) := by
    simp [tmove, h]
  refine ⟨h1, ?_⟩
  rw [h1]
  split_ifs with hp
  · simp
  · exact not_lt.1 hp
```

Symmetry follows by comparing entries, since the sign test is unchanged when x and y are exchanged.

```lean
/-- The T-move matrix of a symmetric matrix is symmetric. -/
theorem tmove_symm {H : Matrix ι ι ℝ} (hH : H.IsSymm) (ψ : ι → ℝ) : (tmove H ψ).IsSymm := by
  refine Matrix.IsSymm.ext fun x y => ?_
  by_cases h : x = y
  · rw [h]
  · rw [(tmove_offdiag H ψ (Ne.symm h)).1, (tmove_offdiag H ψ h).1, hH.apply x y,
      show ψ y * H x y * ψ x = ψ x * H x y * ψ y by ring]
```

The alignment lemma compares the two energies term by term. Diagonal terms agree by `hsq`. For an off-diagonal term, `hn` shows that the aligned value is non-positive and `e` that its magnitude is unchanged, which yields the inequality of the derivation.

```lean
/-- Giving a vector the signs of a nowhere-zero `ψ` keeps its norm and does not raise its
T-move energy. -/
theorem align_energy (H : Matrix ι ι ℝ) {ψ : ι → ℝ} (hψ : ∀ x, ψ x ≠ 0) (u : ι → ℝ) :
    align ψ u ⬝ᵥ align ψ u = u ⬝ᵥ u ∧
      align ψ u ⬝ᵥ tmove H ψ *ᵥ align ψ u ≤ u ⬝ᵥ tmove H ψ *ᵥ u := by
  have ha : ∀ x, |align ψ u x| = |u x| := fun x => by
    unfold align
    rw [abs_mul, abs_div, abs_abs, abs_abs, div_self (abs_ne_zero.2 (hψ x)), mul_one]
  have hsq : ∀ x, align ψ u x * align ψ u x = u x * u x := fun x => by
    rw [← abs_mul_abs_self (align ψ u x), ha, abs_mul_abs_self]
  refine ⟨Finset.sum_congr rfl fun x _ => hsq x, ?_⟩
  simp only [dotProduct, Matrix.mulVec, Finset.mul_sum]
  refine Finset.sum_le_sum fun x _ => Finset.sum_le_sum fun y _ => ?_
  by_cases h : x = y
  · subst h
    exact le_of_eq (by linear_combination tmove H ψ x x * hsq x)
  -- each coupling is most favourable when the signs follow `ψ`
  have hn : align ψ u x * (tmove H ψ x y * align ψ u y) ≤ 0 := by
    have e : align ψ u x * (tmove H ψ x y * align ψ u y)
        = (ψ x * tmove H ψ x y * ψ y) * ((|u x| / |ψ x|) * (|u y| / |ψ y|)) := by
      unfold align; ring
    rw [e]
    exact mul_nonpos_iff.2 (Or.inr ⟨(tmove_offdiag H ψ h).2, by positivity⟩)
  have e : |align ψ u x * (tmove H ψ x y * align ψ u y)| = |u x * (tmove H ψ x y * u y)| := by
    simp only [abs_mul, ha]
  linarith [abs_of_nonpos hn, neg_abs_le (u x * (tmove H ψ x y * u y))]
```

## Zeros travel along retained links

The proof is an induction along the chain from x to y. At each step, `h0` is the row of the eigenvalue equation at the zero `b`, and `hle` says that all its terms have one sign after multiplication by `ψ b`. `Finset.sum_eq_zero_iff_of_nonpos` then makes each term vanish, including the one for the next configuration `c`.

```lean
/-- For nowhere-zero `ψ` and connected configurations, a solution `φ` of the T-move eigenvalue
equation with `φ x * ψ x ≥ 0` everywhere that vanishes at one configuration vanishes at every one.
-/
theorem node_spreads {H : Matrix ι ι ℝ} {ψ : ι → ℝ} (hψ : ∀ x, ψ x ≠ 0)
    (hconn : Connected H ψ) {E : ℝ} {φ : ι → ℝ} (hφ : tmove H ψ *ᵥ φ = E • φ)
    (hs : ∀ x, 0 ≤ φ x * ψ x) {x : ι} (hx : φ x = 0) : φ = 0 := by
  funext y
  change φ y = 0
  have hxy := hconn x y
  induction hxy with
  | refl => exact hx
  | @tail b c _ hl ih =>
    have h0 : ∑ z, tmove H ψ b z * φ z = 0 := by
      have h := congrFun hφ b
      simpa [Matrix.mulVec, dotProduct, ih] using h
    -- all terms of the eigenvalue equation at the node `b` have one sign
    have hle : ∀ z ∈ Finset.univ, ψ b * (tmove H ψ b z * φ z) ≤ 0 := by
      intro z _
      by_cases h : z = b
      · rw [h, ih]; simp
      have e : ψ b * (tmove H ψ b z * φ z)
          = ψ b * tmove H ψ b z * ψ z * (φ z * ψ z / (ψ z) ^ 2) := by
        have := hψ z
        field_simp
      rw [e]
      exact mul_nonpos_iff.2 (Or.inr ⟨(tmove_offdiag H ψ (Ne.symm h)).2,
        div_nonneg (hs z) (sq_nonneg _)⟩)
    have hz := (Finset.sum_eq_zero_iff_of_nonpos hle).1
      (by rw [← Finset.mul_sum, h0, mul_zero]) c (Finset.mem_univ c)
    rw [(tmove_offdiag H ψ hl.1).1, if_neg (not_lt_of_ge hl.2.le)] at hz
    have hH0 : H b c ≠ 0 := by
      intro h
      have := hl.2
      simp [h] at this
    simpa [hψ b, hH0] using hz
```

## The ground-state theorem

The statement provides an energy `E` and a vector `φ` with four properties: `E` is the lowest eigenvalue of the T-move matrix, `φ` is an eigenvector for it, `φ x * ψ x` is positive everywhere, and every solution of the eigenvalue equation at `E` is a multiple of `φ`. The last property makes the eigenspace one-dimensional, which for a symmetric matrix is simplicity. The vector `φ` is not normalised.

The setting is a finite set of configurations and a real ψ without zeros. Continuum kinetic energy, time-step error and the relation between `E` and the ground-state energy of H do not enter.

In the proof, `hal` says that aligning a ground vector gives a ground vector, `hz` that only the zero vector aligns to zero, and `hpos` that the chosen `φ` has no zeros. The remaining lines subtract the multiple of `φ` that creates a zero at `x` and apply `node_spreads` to the aligned difference.

```lean
/-- On a non-empty finite configuration space, let `H` be real symmetric, `ψ` nowhere zero, and
suppose that the links with `ψ x * H x y * ψ y < 0` connect all configurations. Then the lowest
T-move eigenvalue is simple, with an eigenvector that has the sign of `ψ` at every configuration. -/
theorem tmove_ground_state [Nonempty ι] {H : Matrix ι ι ℝ} (hH : H.IsSymm) {ψ : ι → ℝ}
    (hψ : ∀ x, ψ x ≠ 0) (hconn : Connected H ψ) :
    ∃ (E : ℝ) (φ : ι → ℝ), IsLowest (tmove H ψ) E ∧ tmove H ψ *ᵥ φ = E • φ ∧
      (∀ x, 0 < φ x * ψ x) ∧ ∀ u, tmove H ψ *ᵥ u = E • u → ∃ c : ℝ, u = c • φ := by
  have hG := tmove_symm hH ψ
  obtain ⟨E, hE⟩ := exists_lowest hG
  obtain ⟨v, hv0, hv⟩ := hE.1
  have hs : ∀ w x, 0 ≤ align ψ w x * ψ x := fun w x => by
    have e : align ψ w x * ψ x = |w x| * (ψ x * ψ x / |ψ x|) := by unfold align; ring
    rw [e]
    exact mul_nonneg (abs_nonneg _) (div_nonneg (mul_self_nonneg _) (abs_nonneg _))
  -- an aligned ground vector is again a ground vector
  have hal : ∀ w, tmove H ψ *ᵥ w = E • w → tmove H ψ *ᵥ align ψ w = E • align ψ w := by
    intro w hw
    obtain ⟨h1, h2⟩ := align_energy H hψ w
    refine eigen_of_attains hG hE.2 (le_antisymm ?_ (hE.2 _))
    rwa [hw, dotProduct_smul, smul_eq_mul, ← h1] at h2
  have hz : ∀ w, align ψ w = 0 → w = 0 := fun w h => by
    have h1 := (align_energy H hψ w).1
    rw [h, zero_dotProduct] at h1
    exact dotProduct_self_eq_zero.1 h1.symm
  have hpos : ∀ x, 0 < align ψ v x * ψ x := fun x =>
    lt_of_le_of_ne (hs v x) (Ne.symm (mul_ne_zero
      (fun h => hv0 (hz v (node_spreads hψ hconn (hal v hv) (hs v) h))) (hψ x)))
  refine ⟨E, align ψ v, hE, hal v hv, hpos, fun u hu => ?_⟩
  -- subtract the multiple of `φ` that creates a node
  let x := Classical.arbitrary ι
  have hx : align ψ v x ≠ 0 := left_ne_zero_of_mul (hpos x).ne'
  refine ⟨u x / align ψ v x, ?_⟩
  have hw : tmove H ψ *ᵥ (u - (u x / align ψ v x) • align ψ v)
      = E • (u - (u x / align ψ v x) • align ψ v) := by
    rw [Matrix.mulVec_sub, Matrix.mulVec_smul, hu, hal v hv]
    module
  have hwx : (u - (u x / align ψ v x) • align ψ v) x = 0 := by
    simp only [Pi.sub_apply, Pi.smul_apply, smul_eq_mul]
    rw [div_mul_cancel₀ _ hx, sub_self]
  have h0 : ∀ w : ι → ℝ, w x = 0 → align ψ w x = 0 := fun w h => by
    unfold align
    rw [h, abs_zero, zero_mul]
  exact sub_eq_zero.1 (hz _ (node_spreads hψ hconn (hal _ hw) (hs _) (h0 _ hwx)))
```

## Two configurations without a retained link

Let ψ = (1, 1), with zero diagonal and H_12 = 1. The only link is sign-violating. Localising it leaves the identity matrix, whose lowest eigenvalue 1 is doubly degenerate. Simplicity can therefore fail when no connectivity is required.

```lean
/-- Two configurations whose only link is sign-violating have the identity as T-move matrix when the
coupling is one, the diagonal of `H` is zero and `ψ` is one at both configurations. -/
theorem disconnected_degenerate :
    tmove !![(0 : ℝ), 1; 1, 0] ![1, 1] = 1 := by
  ext i j
  fin_cases i <;> fin_cases j <;> simp [tmove, Fin.sum_univ_two]

end

end TMoveNodes
```

```lean
#print axioms TMoveNodes.tmove_ground_state
-- 'TMoveNodes.tmove_ground_state' depends on axioms: [propext, Classical.choice, Quot.sound]
#print axioms TMoveNodes.disconnected_degenerate
-- 'TMoveNodes.disconnected_degenerate' depends on axioms: [propext, Classical.choice, Quot.sound]
```
